# Lattice shifts of one atom preserve the image-summed virial of an even, smooth-enough, finite-range pair potential, but in general shift $\sum_i \langle r_i, f_i\rangle$

## Two atoms on a periodic line

Take atoms at $r_0$ and $r_1$ on a line of period $L$. They interact through an even differentiable potential $\varphi$ that vanishes beyond a range $a < L/2$, with pair force $F = -\varphi'$. If the separation $x = r_0 - r_1$ has $|x| < a$, every other image is out of range, and the forces are $f_0 = F(x)$ and $f_1 = -F(x)$. The pair virial, separation times force, is $xF(x)$, and the atomic sum $r_0 f_0 + r_1 f_1$ has the same value.

Now replace $r_0$ by $r_0 + L$. The periodic system is unchanged: atom 0 interacts with the image of atom 1 at $r_1 + L$, again at separation $x$. The pair virial is still $xF(x)$, while the atomic sum becomes $(r_0 + L)F(x) - r_1F(x) = xF(x) + Lf_0$.

## Image sums in a cubic cell

Space is $\mathbb R^d$, the atoms $i$ form a finite set with positions $r_i$, and the images are displaced by $Lm$ with $m \in \mathbb Z^d$. With the pair force $F = -\nabla\varphi$, define
$$\Phi(x) = \sum_m \varphi(x + Lm), \qquad G(x) = \sum_m F(x + Lm),$$
$$U = \tfrac12 \sum_i \Big(\sum_j \Phi(r_i - r_j) - \varphi(0)\Big), \qquad f_i = \sum_j G(r_i - r_j),$$
$$W = \tfrac12 \sum_{i,j}\sum_m \langle x_{ijm}, F(x_{ijm})\rangle, \qquad W_{\rm at} = \sum_i \langle r_i, f_i\rangle,$$
where $x_{ijm} = r_i - r_j + Lm$. The factor $\tfrac12$ compensates for counting ordered pairs. The terms with $j = i$ and $m \neq 0$ are the interaction of an atom with its own images. The term $j = i$, $m = 0$ is removed from $U$ by subtracting $\varphi(0)$, and in $W$ it vanishes because $x_{ii0} = 0$. Repulsive pairs contribute positively to $W$.

In simulations of classical particles with a finite-range pair potential, positions are routinely folded back into the cell, and a virial that enters a pressure estimate should not depend on that choice.

## What is stated

In Lean, `E d` is $\mathbb R^d$ with components $k = 0, \dots, d-1$, the type `ι` labels the atoms, and `intVec m` is $m$ read as a real vector. The objects $F, \Phi, G, U, f_i, W, W_{\rm at}$ are `pairForce`, `imagePotential`, `imageForce`, `energy`, `force`, `pairVirial` and `naiveVirial`. The configuration $r'$ with $r'_i = r_i + Ln$ and all other atoms fixed is `wrap L r i n`.

The theorem `virial_wrap` has four hypotheses. The side is positive (`hL`). The potential is even (`he`), which gives action and reaction but, for $d \ge 2$, does not force $\varphi$ to be radial (for $d = 1$ the two notions coincide). It is differentiable everywhere (`hd`), so the force exists at every separation, including zero and the cutoff. It has compact support (`hc`), a finite range that may exceed $L/2$, so no minimum-image rule is assumed. For any $r$, any atom $i$ and any $n \in \mathbb Z^d$ it concludes:

1. for each $x$, only finitely many $m$ have $F(x + Lm) \neq 0$;
2. for every configuration $s$ and displacement field $v$, the derivative of $U(s + tv)$ at $t = 0$ is $-\sum_a \langle v_a, f_a(s)\rangle$, with $a$ running over atoms (the file writes `k` here);
3. $W(r') = W(r)$;
4. $W_{\rm at}(r') = W_{\rm at}(r) + L\langle n, f_i(r)\rangle$.

Two further theorems complete the picture. Under the same four hypotheses `pairVirial_eq` gives
$$W = W_{\rm at} + \tfrac12\sum_{i,j}\sum_m \langle Lm, F(x_{ijm})\rangle ,$$
and `naiveVirial_wrap_iff` says, for $L > 0$, that $W_{\rm at}$ is unchanged by all shifts $Ln$ of atom $i$ exactly when $f_i = 0$.

The cell is a cube, one potential serves all pairs, and the positions need not lie in the cell. Singular cores, potentials truncated with a jump or a kink, Coulomb tails and many-body terms are excluded. No theorem relates $W$ to a pressure or to a derivative of $U$ with respect to $L$.

## Derivation

**Finitely many images.** Choose $R$ such that $\varphi(z) = 0$ for $|z| > R$. That region is open, so $F$ vanishes there too. Fix $x$ and let $|y - x| < 1$. If $|y + Lm| \le R$, then $Lm = (y + Lm) - (y - x) - x$ gives $|Lm| \le R + |x| + 1$. For a natural number $B > (R + |x| + 1)/L$, each component obeys $L|m_k| \le |Lm| < LB$. All contributing $m$ lie in the box $S = \{-B, \dots, B\}^d$, the same for every such $y$.

**Oddness.** Differentiating $\varphi(-z) = \varphi(z)$ gives $F(-z) = -F(z)$. Relabelling $m \to -m$,
$$G(-x) = \sum_m F(-x - Lm) = -\sum_m F(x + Lm) = -G(x).$$
In particular $G(0) = 0$: an atom's own images exert no net force on it.

**Gradient of $\Phi$.** Near $x$, $\Phi(y) = \sum_{m \in S}\varphi(y + Lm)$ is a finite sum, so $\nabla\Phi(x) = \sum_{m\in S}\nabla\varphi(x + Lm) = -G(x)$.

**Pairs to atoms.** Let $G_{ij}$ be vectors with $G_{ji} = -G_{ij}$ and let $v_i$ be any vectors. Exchanging the names of $i$ and $j$ gives $\sum_{ij}\langle v_j, G_{ij}\rangle = \sum_{ij}\langle v_i, G_{ji}\rangle = -\sum_{ij}\langle v_i, G_{ij}\rangle$, hence
$$\tfrac12\sum_{i,j}\langle v_i - v_j, G_{ij}\rangle = \sum_i \Big\langle v_i, \sum_j G_{ij}\Big\rangle .$$

**Virtual work.** By the chain rule, $\Phi(r_i - r_j + t(v_i - v_j))$ has derivative $-\langle v_i - v_j, G(r_i - r_j)\rangle$ at $t = 0$. With $G_{ij} = G(r_i - r_j)$, antisymmetric by oddness, the pair identity turns half the double sum into $-\sum_i\langle v_i, f_i\rangle$.

**Wrapping.** Write $r'_c = r_c + Lp_c$ with $p_c = n$ for $c = i$ and $p_c = 0$ otherwise. For atoms $a, b$,
$$r'_a - r'_b + Lm = r_a - r_b + L\,(m + p_a - p_b),$$
and $m \mapsto m + p_a - p_b$ is a bijection of $\mathbb Z^d$. So $\sum_m g(r'_a - r'_b + Lm) = \sum_m g(r_a - r_b + Lm)$ for any function $g$ that vanishes outside a bounded set, since both sums then have finitely many nonzero terms. The choice $g(x) = \langle x, F(x)\rangle$ gives $W(r') = W(r)$. The choice $g = F$ gives $f_a(r') = f_a(r)$, and then
$$W_{\rm at}(r') = \sum_a \langle r_a + Lp_a, f_a\rangle = W_{\rm at}(r) + L\langle n, f_i\rangle .$$
If $f_i = 0$ the shift vanishes. Conversely, taking $n$ as the unit vector along axis $k$ gives $Lf_{i,k} = 0$ for each $k$.

**The lattice term.** Splitting $x_{ijm} = (r_i - r_j) + Lm$ in the first slot of the inner product, the first part sums to $\tfrac12\sum_{ij}\langle r_i - r_j, G(r_i - r_j)\rangle$, which is $W_{\rm at}$ by the pair identity with $v = r$. In the two-atom example the second part is $0$ before the move and $-Lf_0$ after it.

## The Lean file

```lean
import Mathlib

open scoped InnerProductSpace
open Finset

namespace PeriodicVirial

noncomputable section

/-- Euclidean `d`-space. -/
abbrev E (d : ℕ) := EuclideanSpace ℝ (Fin d)

variable {d : ℕ} {ι : Type*} [Fintype ι] {φ : E d → ℝ} {L : ℝ}

/-- An integer vector as a vector of space. -/
def intVec (n : Fin d → ℤ) : E d := WithLp.toLp 2 fun k => (n k : ℝ)

/-- Pair force `-∇φ` at separation `x`. -/
def pairForce (φ : E d → ℝ) (x : E d) : E d := -gradient φ x

/-- Pair potential summed over the periodic images `x + L m`. -/
def imagePotential (φ : E d → ℝ) (L : ℝ) (x : E d) : ℝ :=
  ∑' m : Fin d → ℤ, φ (x + L • intVec m)

/-- Pair force summed over the periodic images `x + L m`. -/
def imageForce (φ : E d → ℝ) (L : ℝ) (x : E d) : E d :=
  ∑' m : Fin d → ℤ, pairForce φ (x + L • intVec m)

/-- Energy per cell: half the sum over ordered pairs and images, less the self terms `φ 0`. -/
def energy (φ : E d → ℝ) (L : ℝ) (r : ι → E d) : ℝ :=
  1 / 2 * ∑ i, (∑ j, imagePotential φ L (r i - r j) - φ 0)

/-- Total force on atom `i` from all atoms and their images. -/
def force (φ : E d → ℝ) (L : ℝ) (r : ι → E d) (i : ι) : E d :=
  ∑ j, imageForce φ L (r i - r j)

/-- Pair virial: half the sum of `⟨x, -∇φ x⟩` over ordered pairs and images. -/
def pairVirial (φ : E d → ℝ) (L : ℝ) (r : ι → E d) : ℝ :=
  1 / 2 * ∑ i, ∑ j, ∑' m : Fin d → ℤ,
    ⟪r i - r j + L • intVec m, pairForce φ (r i - r j + L • intVec m)⟫_ℝ

/-- The sum of `⟨r_i, f_i⟩` over the atoms of the cell. -/
def naiveVirial (φ : E d → ℝ) (L : ℝ) (r : ι → E d) : ℝ := ∑ i, ⟪r i, force φ L r i⟫_ℝ

/-- The configuration with atom `i` moved by `L n`. -/
def wrap [DecidableEq ι] (L : ℝ) (r : ι → E d) (i : ι) (n : Fin d → ℤ) : ι → E d :=
  Function.update r i (r i + L • intVec n)

/-- For separations within unit distance of `x`, potential and force vanish on all images
outside one finite set. -/
theorem finite_images (hL : 0 < L) (hc : HasCompactSupport φ) (x : E d) :
    ∃ S : Finset (Fin d → ℤ), ∀ y, ‖y - x‖ < 1 → ∀ m ∉ S,
      φ (y + L • intVec m) = 0 ∧ pairForce φ (y + L • intVec m) = 0 := by
  obtain ⟨R, hR⟩ := hc.isCompact.isBounded.exists_norm_le
  have h0 : ∀ z, R < ‖z‖ → φ z = 0 := fun z hz =>
    image_eq_zero_of_notMem_tsupport fun h => not_le_of_gt hz (hR z h)
  have h1 : ∀ z, R < ‖z‖ → pairForce φ z = 0 := by
    intro z hz
    have e : φ =ᶠ[nhds z] fun _ => 0 := by
      filter_upwards [(isOpen_lt continuous_const continuous_norm).mem_nhds hz] with w hw
      exact h0 w hw
    simp only [pairForce, gradient]
    rw [e.fderiv_eq]
    simp
  obtain ⟨B, hB⟩ := exists_nat_gt ((R + ‖x‖ + 1) / L)
  rw [div_lt_iff₀ hL] at hB
  refine ⟨Fintype.piFinset fun _ => Icc (-(B : ℤ)) B, fun y hy m hm => ?_⟩
  suffices h : R < ‖y + L • intVec m‖ from ⟨h0 _ h, h1 _ h⟩
  by_contra hle
  -- an image within range has a bounded lattice vector
  have hn : ‖L • intVec m‖ ≤ R + ‖x‖ + 1 := by
    have e : L • intVec m = y + L • intVec m - (y - x) - x := by abel
    have a := norm_sub_le (y + L • intVec m - (y - x)) x
    have b := norm_sub_le (y + L • intVec m) (y - x)
    rw [← e] at a
    linarith [not_lt.1 hle]
  refine hm (Fintype.mem_piFinset.2 fun k => mem_Icc.2 (abs_le.1 ?_))
  have a := PiLp.norm_apply_le (L • intVec m) k
  have e : ‖(L • intVec m) k‖ = L * |(m k : ℝ)| := by simp [intVec, abs_of_pos hL]
  have b : |(m k : ℝ)| ≤ B := le_of_mul_le_mul_left (by linarith) hL
  exact_mod_cast b

/-- For an even potential the image-summed force is odd in the separation. -/
theorem imageForce_neg (he : ∀ x, φ (-x) = φ x) (hd : Differentiable ℝ φ) (x : E d) :
    imageForce φ L (-x) = -imageForce φ L x := by
  have odd : ∀ z, pairForce φ (-z) = -pairForce φ z := by
    intro z
    have hneg : HasFDerivAt (fun y : E d => -y) (-ContinuousLinearMap.id ℝ (E d)) z :=
      (hasFDerivAt_id z).neg
    have h := HasFDerivAt.comp z (g := φ) (f := fun y => -y) (hd (-z)).hasFDerivAt hneg
    rw [show (φ ∘ fun y => -y) = φ from funext he] at h
    have e : fderiv ℝ φ z = -fderiv ℝ φ (-z) :=
      h.fderiv.trans (ContinuousLinearMap.ext fun v => by simp)
    simp only [pairForce, gradient]
    rw [e]
    simp
  unfold imageForce
  rw [← tsum_neg]
  refine ((Equiv.neg (Fin d → ℤ)).tsum_eq
    fun m => pairForce φ (-x + L • intVec m)).symm.trans (tsum_congr fun m => ?_)
  show pairForce φ (-x + L • intVec (-m)) = -pairForce φ (x + L • intVec m)
  rw [← odd]
  congr 1
  ext k
  simp [intVec]
  ring

/-- The image-summed force is minus the gradient of the image-summed potential. -/
theorem imagePotential_gradient (hL : 0 < L) (hd : Differentiable ℝ φ)
    (hc : HasCompactSupport φ) (x : E d) :
    HasGradientAt (imagePotential φ L) (-imageForce φ L x) x := by
  obtain ⟨S, hS⟩ := finite_images hL hc x
  have e : imagePotential φ L =ᶠ[nhds x] fun y => ∑ m ∈ S, φ (y + L • intVec m) := by
    filter_upwards [Metric.ball_mem_nhds x one_pos] with y hy
    unfold imagePotential
    exact tsum_eq_sum fun m hm => (hS y (mem_ball_iff_norm.1 hy) m hm).1
  have g : imageForce φ L x = ∑ m ∈ S, pairForce φ (x + L • intVec m) := by
    unfold imageForce
    exact tsum_eq_sum fun m hm => (hS x (by simp) m hm).2
  have g' : -imageForce φ L x = ∑ m ∈ S, gradient φ (x + L • intVec m) := by
    simp [g, pairForce]
  rw [hasGradientAt_iff_hasFDerivAt, g', map_sum]
  refine HasFDerivAt.congr_of_eventuallyEq (HasFDerivAt.fun_sum fun m _ => ?_) e
  have h := HasFDerivAt.comp x (g := φ) (f := fun y => y + L • intVec m)
    (hd (x + L • intVec m)).hasGradientAt.hasFDerivAt ((hasFDerivAt_id x).add_const _)
  rw [ContinuousLinearMap.comp_id] at h
  exact h

/-- For antisymmetric pair forces the half sum over pairs equals the sum over atoms. -/
theorem pair_sum (v : ι → E d) (G : ι → ι → E d) (hG : ∀ i j, G j i = -G i j) :
    1 / 2 * ∑ i, ∑ j, ⟪v i - v j, G i j⟫_ℝ = ∑ i, ⟪v i, ∑ j, G i j⟫_ℝ := by
  have h : ∑ i, ∑ j, ⟪v j, G i j⟫_ℝ = -∑ i, ∑ j, ⟪v i, G i j⟫_ℝ := by
    rw [sum_comm, ← sum_neg_distrib]
    refine sum_congr rfl fun a _ => ?_
    rw [← sum_neg_distrib]
    exact sum_congr rfl fun b _ => by rw [hG a b, inner_neg_right]
  simp only [inner_sub_left, sum_sub_distrib, inner_sum]
  rw [h]
  ring

/-- Along a displacement `v` of the atoms the energy changes at the rate `-∑ ⟨v_i, f_i⟩`. -/
theorem energy_hasDerivAt (hL : 0 < L) (he : ∀ x, φ (-x) = φ x) (hd : Differentiable ℝ φ)
    (hc : HasCompactSupport φ) (r v : ι → E d) :
    HasDerivAt (fun t : ℝ => energy φ L fun i => r i + t • v i)
      (-∑ i, ⟪v i, force φ L r i⟫_ℝ) 0 := by
  have h : ∀ i j, HasDerivAt (fun t : ℝ => imagePotential φ L (r i + t • v i - (r j + t • v j)))
      (-⟪v i - v j, imageForce φ L (r i - r j)⟫_ℝ) 0 := by
    intro i j
    have l : HasDerivAt (fun t : ℝ => r i + t • v i - (r j + t • v j)) (v i - v j) 0 :=
      ((((hasDerivAt_id' (0 : ℝ)).smul_const (v i)).const_add (r i)).fun_sub
        (((hasDerivAt_id' (0 : ℝ)).smul_const (v j)).const_add (r j))).congr_deriv (by simp)
    refine (HasFDerivAt.comp_hasDerivAt (f := fun t : ℝ => r i + t • v i - (r j + t • v j)) 0
      (imagePotential_gradient hL hd hc _).hasFDerivAt l).congr_deriv ?_
    show ⟪-imageForce φ L (r i + (0 : ℝ) • v i - (r j + (0 : ℝ) • v j)), v i - v j⟫_ℝ = _
    rw [zero_smul, zero_smul, add_zero, add_zero, inner_neg_left, real_inner_comm]
  unfold energy
  refine ((HasDerivAt.fun_sum fun i _ =>
    (HasDerivAt.fun_sum fun j _ => h i j).sub_const (φ 0)).const_mul (1 / 2)).congr_deriv ?_
  simp only [sum_neg_distrib, mul_neg]
  exact congrArg Neg.neg (pair_sum v (fun i j => imageForce φ L (r i - r j)) fun i j => by
    rw [← imageForce_neg he hd, neg_sub])

/-- The pair virial is `∑ ⟨r_i, f_i⟩` plus half the sum of `⟨L m, -∇φ⟩` over pairs and images. -/
theorem pairVirial_eq (hL : 0 < L) (he : ∀ x, φ (-x) = φ x) (hd : Differentiable ℝ φ)
    (hc : HasCompactSupport φ) (r : ι → E d) :
    pairVirial φ L r = naiveVirial φ L r + 1 / 2 * ∑ i, ∑ j, ∑' m : Fin d → ℤ,
      ⟪L • intVec m, pairForce φ (r i - r j + L • intVec m)⟫_ℝ := by
  have key : ∀ x, ∑' m : Fin d → ℤ, ⟪x + L • intVec m, pairForce φ (x + L • intVec m)⟫_ℝ
      = ⟪x, imageForce φ L x⟫_ℝ
        + ∑' m : Fin d → ℤ, ⟪L • intVec m, pairForce φ (x + L • intVec m)⟫_ℝ := by
    intro x
    obtain ⟨S, hS⟩ := finite_images hL hc x
    have hx := fun m hm => (hS x (by simp) m hm).2
    have t : ∀ u : (Fin d → ℤ) → E d, ∑' m, ⟪u m, pairForce φ (x + L • intVec m)⟫_ℝ
        = ∑ m ∈ S, ⟪u m, pairForce φ (x + L • intVec m)⟫_ℝ := fun u =>
      tsum_eq_sum fun m hm => by simp only [hx m hm, inner_zero_right]
    have g : imageForce φ L x = ∑ m ∈ S, pairForce φ (x + L • intVec m) := by
      unfold imageForce
      exact tsum_eq_sum hx
    rw [t, t, g, inner_sum, ← sum_add_distrib]
    exact sum_congr rfl fun m _ => inner_add_left _ _ _
  simp only [pairVirial, key, sum_add_distrib, mul_add]
  congr 1
  exact pair_sum r (fun i j => imageForce φ L (r i - r j)) fun i j => by
    rw [← imageForce_neg he hd, neg_sub]

variable [DecidableEq ι]

omit [Fintype ι] in
/-- Moving one atom by `L n` leaves every sum over the images of a pair unchanged. -/
theorem image_sum_wrap {F : Type*} [NormedAddCommGroup F] (g : E d → F) (r : ι → E d) (i : ι)
    (n : Fin d → ℤ) (a b : ι) :
    ∑' m : Fin d → ℤ, g (wrap L r i n a - wrap L r i n b + L • intVec m)
      = ∑' m : Fin d → ℤ, g (r a - r b + L • intVec m) := by
  have z : intVec (0 : Fin d → ℤ) = 0 := by
    ext k
    simp [intVec]
  have w : ∀ c, wrap L r i n c = r c + L • intVec (if c = i then n else 0) := by
    intro c
    by_cases h : c = i <;> simp [wrap, h, z]
  rw [w a, w b]
  generalize (if a = i then n else 0) = p
  generalize (if b = i then n else 0) = q
  -- relabel the images by `m ↦ m + (p - q)`
  refine Eq.trans (tsum_congr fun m => ?_)
    ((Equiv.addRight (p - q)).tsum_eq fun m => g (r a - r b + L • intVec m))
  show g _ = g (r a - r b + L • intVec (m + (p - q)))
  congr 1
  ext k
  simp [intVec]
  ring

/-- Moving atom `i` by `L n` changes `∑ ⟨r_k, f_k⟩` by `L ⟨n, f_i⟩`. -/
theorem naiveVirial_wrap (r : ι → E d) (i : ι) (n : Fin d → ℤ) :
    naiveVirial φ L (wrap L r i n) = naiveVirial φ L r + L * ⟪intVec n, force φ L r i⟫_ℝ := by
  have f : ∀ a, force φ L (wrap L r i n) a = force φ L r a := fun a =>
    sum_congr rfl fun b _ => image_sum_wrap (pairForce φ) r i n a b
  have t : ∀ a, ⟪wrap L r i n a, force φ L r a⟫_ℝ = ⟪r a, force φ L r a⟫_ℝ
      + if a = i then L * ⟪intVec n, force φ L r i⟫_ℝ else 0 := by
    intro a
    by_cases h : a = i
    · rw [if_pos h, h, wrap, Function.update_self, inner_add_left, real_inner_smul_left]
    · rw [if_neg h, wrap, Function.update_of_ne h, add_zero]
  simp only [naiveVirial, f, t, sum_add_distrib, sum_ite_eq', mem_univ, if_true]

/-- Only finitely many images exert a force, `f` is minus the derivative of the energy, and moving
atom `i` by `L n` keeps the pair virial and shifts `∑ ⟨r_k, f_k⟩` by `L ⟨n, f_i⟩`. -/
theorem virial_wrap (hL : 0 < L) (he : ∀ x, φ (-x) = φ x) (hd : Differentiable ℝ φ)
    (hc : HasCompactSupport φ) (r : ι → E d) (i : ι) (n : Fin d → ℤ) :
    (∀ x, (Function.support fun m : Fin d → ℤ => pairForce φ (x + L • intVec m)).Finite) ∧
    (∀ s v : ι → E d, HasDerivAt (fun t : ℝ => energy φ L fun k => s k + t • v k)
      (-∑ k, ⟪v k, force φ L s k⟫_ℝ) 0) ∧
    pairVirial φ L (wrap L r i n) = pairVirial φ L r ∧
    naiveVirial φ L (wrap L r i n) = naiveVirial φ L r + L * ⟪intVec n, force φ L r i⟫_ℝ := by
  refine ⟨fun x => ?_, energy_hasDerivAt hL he hd hc, ?_, naiveVirial_wrap r i n⟩
  · obtain ⟨S, hS⟩ := finite_images hL hc x
    refine S.finite_toSet.subset fun m hm => ?_
    by_contra h
    exact hm (hS x (by simp) m h).2
  · exact congrArg (1 / 2 * ·) (sum_congr rfl fun a _ => sum_congr rfl fun b _ =>
      image_sum_wrap (fun x => ⟪x, pairForce φ x⟫_ℝ) r i n a b)

/-- `∑ ⟨r_k, f_k⟩` is unchanged by all moves `L n` of atom `i` exactly when `f_i = 0`. -/
theorem naiveVirial_wrap_iff (hL : 0 < L) (r : ι → E d) (i : ι) :
    (∀ n, naiveVirial φ L (wrap L r i n) = naiveVirial φ L r) ↔ force φ L r i = 0 := by
  refine ⟨fun h => ?_, fun h n => by rw [naiveVirial_wrap, h, inner_zero_right]; ring⟩
  ext k
  have a := h (Pi.single k 1)
  have e : ⟪intVec (Pi.single k 1), force φ L r i⟫_ℝ = force φ L r i k := by
    simp [intVec, PiLp.inner_apply, Pi.single_apply]
  rw [naiveVirial_wrap, e] at a
  exact (mul_eq_zero.1 (by linarith : L * force φ L r i k = 0)).resolve_left hL.ne'

end

end PeriodicVirial
```
```lean
#print axioms PeriodicVirial.pairVirial_eq
#print axioms PeriodicVirial.virial_wrap
#print axioms PeriodicVirial.naiveVirial_wrap_iff
```

```
'PeriodicVirial.pairVirial_eq' depends on axioms: [propext, Classical.choice, Quot.sound]
'PeriodicVirial.virial_wrap' depends on axioms: [propext, Classical.choice, Quot.sound]
'PeriodicVirial.naiveVirial_wrap_iff' depends on axioms: [propext, Classical.choice, Quot.sound]
```

## How the lemmas follow the steps

In `finite_images`, `h0` and `h1` are the vanishing of $\varphi$ and $F$ beyond $R$; for `h1` the potential agrees with zero on a neighbourhood, so `e.fderiv_eq` transfers the derivative. The bound `hn` is the double triangle inequality, `PiLp.norm_apply_le` passes to components, and the box $S$ is built by `Fintype.piFinset`.

In `imageForce_neg`, the inner statement `odd` is the chain rule for $\varphi$ composed with negation, and `Equiv.neg` supplies the relabelling $m \to -m$. In `imagePotential_gradient`, `tsum_eq_sum` reduces both image sums to sums over $S$, on the whole unit ball for $\Phi$. That uniformity is what permits `congr_of_eventuallyEq` to replace $\Phi$ by the finite sum before differentiating term by term.

The lemma `pair_sum` is the exchange of summation indices, done by `sum_comm`. It closes both `energy_hasDerivAt`, after the chain rule `h` for each pair, and `pairVirial_eq`, after `key` has split the inner product inside a finite sum.

In `image_sum_wrap`, `w` is the formula $r'_c = r_c + Lp_c$, the variables `p` and `q` are $p_a$ and $p_b$, and `Equiv.addRight (p - q)` is the bijection of image labels. This lemma and `naiveVirial_wrap` carry no hypothesis on $\varphi$ or $L$, and `naiveVirial_wrap_iff` only $L > 0$. Relabelling is valid for `∑'` whether or not the family is summable, but a non-summable family is assigned the value zero, so it is conclusions 1 and 2 of `virial_wrap` that make the force and virial sums finite sums and identify $f$ as the force derived from $U$. In `naiveVirial_wrap`, `f` is the invariance of the forces and `t` isolates the one term that changes. The test vector in `naiveVirial_wrap_iff` is `Pi.single k 1`.

## The virial tensor

The relabelling does not depend on the form of $g$. For Cartesian components $\alpha, \beta$, the choice $g(x) = x_\alpha F_\beta(x)$ makes each component of the tensor
$$W_{\alpha\beta} = \tfrac12\sum_{i,j}\sum_m (x_{ijm})_\alpha\, F_\beta(x_{ijm})$$
invariant under the move, while $\sum_a r_{a,\alpha} f_{a,\beta}$ gains $L\,n_\alpha f_{i,\beta}$. The traces give back conclusions 3 and 4. The file states only the scalar version, so the tensor form here rests on the argument as written above.
